# Three-phonon Bose factors: detailed balance, and the least decay factor at fixed total energy

For $n(x)=1/(e^x-1)$ and $x,y>0$, detailed balance gives $n(x+y)(1+n(x)+n(y))=n(x)n(y)$ for phonon decay and $n(x)(n(y)-n(x+y))=n(x+y)(1+n(y))$ for coalescence. At fixed $x+y=w$, the decay factor $1+n(x)+n(y)$ is never below the Klemens value $1+2n(w/2)=\coth(w/4)$. I use these factors in three-phonon linewidths and would like to see all of this derived rigorously and machine-checked. Is the minimum reached only for equal daughters?

## Emission ratios give the balance, a perfect square gives the bound

Yes: all three relations hold for $x,y>0$, and the bound is an equality exactly when $x=y$.

Here $x$ and $y$ are the daughter energies divided by $k_BT$. From $n(x)(e^x-1)=1$ follows $1+n(x)=e^x n(x)$: the emission factor $1+n(x)$ is $e^x$ times the absorption factor $n(x)$. Multiplying the relations for $x$ and $y$, then by $n(x+y)$, gives

$$n(x+y)(1+n(x))(1+n(y))=e^{x+y}n(x+y)\,n(x)n(y)=(1+n(x+y))\,n(x)n(y).$$

Subtracting $n(x+y)n(x)n(y)$ from both sides leaves the decay identity. Moving $n(x+y)n(x)$ across gives the coalescence identity.

Conversely, suppose a parent occupation $N$ satisfies $N(1+n(x))(1+n(y))=(1+N)n(x)n(y)$. The same subtraction gives
$$N(1+n(x)+n(y))=n(x)n(y)=n(x+y)(1+n(x)+n(y)),$$
and cancelling the positive factor yields $N=n(x+y)$.

For the bound, put $a=e^{x/2}$ and $b=e^{y/2}$, so that $n((x+y)/2)=1/(ab-1)$. Then

$$\frac1{a^2-1}+\frac1{b^2-1}-\frac2{ab-1}=\frac{(a^2+b^2-2)(ab-1)-2(a^2-1)(b^2-1)}{(a^2-1)(b^2-1)(ab-1)}.$$

The numerator expands to $a^3b+ab^3-2a^2b^2+a^2+b^2-2ab=(ab+1)(a-b)^2$. The excess is therefore nonnegative, and it vanishes only for $a=b$, that is, $x=y$. Finally,

$$1+\frac{2}{e^{w/2}-1}=\frac{e^{w/2}+1}{e^{w/2}-1}=\frac{e^{w/4}+e^{-w/4}}{e^{w/4}-e^{-w/4}}=\coth(w/4).$$

## An example with rational occupations

Take $x=\ln2$ and $y=\ln8$. Then $n(x)=1$, $n(y)=1/7$ and $n(x+y)=1/15$. The decay factor is $15/7$, and $\frac1{15}\cdot\frac{15}7=\frac17=n(x)n(y)$. Both sides of the coalescence identity are $8/105$. The Klemens value is $1+2/(4-1)=5/3$, which is smaller than $15/7$ by $10/21$; the square formula gives the same excess, $2\cdot5/21$.

## The Lean file

```lean
import Mathlib

noncomputable section

namespace ThreePhononBose

/-- The Bose factor of a mode whose energy divided by `k_B T` is `x`, for `x ≠ 0`. -/
def bose (x : ℝ) : ℝ := 1 / (Real.exp x - 1)

/-- The Bose factor is the reciprocal of `exp x - 1`. -/
theorem bose_mul_exp_sub_one {x : ℝ} (hx : x ≠ 0) :
    bose x * (Real.exp x - 1) = 1 := by
  have h : Real.exp x - 1 ≠ 0 :=
    sub_ne_zero.mpr (fun h => hx ((Real.exp_eq_one_iff x).mp h))
  unfold bose
  exact one_div_mul_cancel h

/-- The Bose factor is positive at positive energy. -/
theorem bose_pos {x : ℝ} (hx : 0 < x) : 0 < bose x := by
  unfold bose
  exact one_div_pos.mpr (sub_pos.mpr (Real.one_lt_exp_iff.mpr hx))

/-- The emission factor `1 + n` is the absorption factor `n` times `exp x`. -/
theorem one_add_bose {x : ℝ} (hx : x ≠ 0) :
    1 + bose x = Real.exp x * bose x := by
  linear_combination -(bose_mul_exp_sub_one hx)

/-- Detailed balance for the decay of a phonon of energy `x + y` into phonons of
energies `x` and `y`. -/
theorem decay_balance {x y : ℝ} (hx : 0 < x) (hy : 0 < y) :
    bose (x + y) * (1 + bose x + bose y) = bose x * bose y := by
  have hA := one_add_bose hx.ne'
  have hB := one_add_bose hy.ne'
  have hC := one_add_bose (add_pos hx hy).ne'
  rw [Real.exp_add] at hC
  -- the emission-to-absorption ratios of the two daughters multiply to that of the parent
  linear_combination bose (x + y) * (1 + bose y) * hA
    + bose (x + y) * Real.exp x * bose x * hB - bose x * bose y * hC

/-- Detailed balance for the coalescence of phonons of energies `x` and `y` into one
of energy `x + y`. -/
theorem coalescence_balance {x y : ℝ} (hx : 0 < x) (hy : 0 < y) :
    bose x * (bose y - bose (x + y)) = bose (x + y) * (1 + bose y) := by
  linear_combination -(decay_balance hx hy)

/-- With Bose occupations in the modes `x` and `y`, an occupation `N` of the parent mode
balances decay against recombination exactly when `N` is the Bose factor at `x + y`. -/
theorem balance_iff_bose {x y : ℝ} (hx : 0 < x) (hy : 0 < y) (N : ℝ) :
    N * ((1 + bose x) * (1 + bose y)) = (1 + N) * (bose x * bose y) ↔
      N = bose (x + y) := by
  have hd := decay_balance hx hy
  constructor
  · intro h
    have hS : 1 + bose x + bose y ≠ 0 := by
      have h1 := bose_pos hx
      have h2 := bose_pos hy
      positivity
    -- cancel the decay factor
    apply mul_right_cancel₀ hS
    linear_combination h - hd
  · intro h
    rw [h]
    linear_combination hd

/-- The decay factor into two phonons of energy `w / 2` is `coth (w / 4)`. -/
theorem klemens_value {w : ℝ} (hw : 0 < w) :
    1 + 2 * bose (w / 2) = Real.cosh (w / 4) / Real.sinh (w / 4) := by
  have hs : 0 < Real.sinh (w / 4) := Real.sinh_pos_iff.mpr (by linarith)
  have h := one_add_bose (x := w / 2) (by positivity)
  have hp : Real.exp (w / 2) = Real.exp (w / 4) * Real.exp (w / 4) := by
    rw [← Real.exp_add]
    congr 1
    ring
  have hpq : Real.exp (w / 4) * Real.exp (-(w / 4)) = 1 := by
    rw [← Real.exp_add, add_neg_cancel, Real.exp_zero]
  rw [hp] at h
  rw [eq_div_iff hs.ne', Real.cosh_eq, Real.sinh_eq]
  linear_combination -Real.exp (-(w / 4)) * h
    - Real.exp (w / 4) * bose (w / 2) * hpq

/-- The excess of the decay factor over its value for two equal phonons of the same
total energy, in closed form. -/
theorem decay_excess {x y : ℝ} (hx : 0 < x) (hy : 0 < y) :
    bose x + bose y - 2 * bose ((x + y) / 2) =
      (Real.exp (x / 2) - Real.exp (y / 2)) ^ 2 *
        ((Real.exp ((x + y) / 2) + 1) * bose x * bose y * bose ((x + y) / 2)) := by
  have hA := bose_mul_exp_sub_one hx.ne'
  have hB := bose_mul_exp_sub_one hy.ne'
  have hM := bose_mul_exp_sub_one (x := (x + y) / 2) (by positivity)
  have hp : Real.exp x = Real.exp (x / 2) ^ 2 := by
    rw [sq, ← Real.exp_add, add_halves]
  have hq : Real.exp y = Real.exp (y / 2) ^ 2 := by
    rw [sq, ← Real.exp_add, add_halves]
  have hm : Real.exp ((x + y) / 2) = Real.exp (x / 2) * Real.exp (y / 2) := by
    rw [← Real.exp_add]
    congr 1
    ring
  rw [hp] at hA
  rw [hq] at hB
  rw [hm] at hM
  rw [hm]
  -- bring the three Bose factors to a common denominator
  linear_combination
    (2 * bose ((x + y) / 2) * (bose y * (Real.exp (y / 2) ^ 2 - 1))
      - bose y * (bose ((x + y) / 2) * (Real.exp (x / 2) * Real.exp (y / 2) - 1))) * hA
    + (2 * bose ((x + y) / 2)
      - bose x * (bose ((x + y) / 2) * (Real.exp (x / 2) * Real.exp (y / 2) - 1))) * hB
    - (bose x + bose y) * hM

/-- At fixed total energy `w` the decay factor is at least the Klemens value
`coth (w / 4)`. -/
theorem klemens_le_decay {x y w : ℝ} (hx : 0 < x) (hy : 0 < y) (hw : x + y = w) :
    Real.cosh (w / 4) / Real.sinh (w / 4) ≤ 1 + bose x + bose y := by
  subst hw
  rw [← klemens_value (add_pos hx hy)]
  have h1 := bose_pos hx
  have h2 := bose_pos hy
  have h3 : 0 < bose ((x + y) / 2) := bose_pos (by positivity)
  have he := decay_excess hx hy
  have hn : 0 ≤ (Real.exp (x / 2) - Real.exp (y / 2)) ^ 2 *
      ((Real.exp ((x + y) / 2) + 1) * bose x * bose y * bose ((x + y) / 2)) := by
    positivity
  linarith

/-- The decay factor equals the Klemens value exactly when the two phonons have the
same energy. -/
theorem decay_eq_klemens_iff {x y w : ℝ} (hx : 0 < x) (hy : 0 < y) (hw : x + y = w) :
    1 + bose x + bose y = Real.cosh (w / 4) / Real.sinh (w / 4) ↔ x = y := by
  subst hw
  rw [← klemens_value (add_pos hx hy)]
  constructor
  · intro h
    have h1 := bose_pos hx
    have h2 := bose_pos hy
    have h3 : 0 < bose ((x + y) / 2) := bose_pos (by positivity)
    have hK : 0 < (Real.exp ((x + y) / 2) + 1) * bose x * bose y *
        bose ((x + y) / 2) := by
      positivity
    have he := decay_excess hx hy
    have hz : (Real.exp (x / 2) - Real.exp (y / 2)) ^ 2 *
        ((Real.exp ((x + y) / 2) + 1) * bose x * bose y * bose ((x + y) / 2)) = 0 := by
      linarith
    -- the positive factor drops out, so the square vanishes
    have hsq := (mul_eq_zero.mp hz).resolve_right hK.ne'
    have hexp := sub_eq_zero.mp ((pow_eq_zero_iff two_ne_zero).mp hsq)
    have hxy := Real.exp_injective hexp
    linarith
  · intro h
    subst h
    rw [add_self_div_two]
    ring

end ThreePhononBose
```

```lean
#print axioms ThreePhononBose.decay_balance
-- 'ThreePhononBose.decay_balance' depends on axioms: [propext, Classical.choice, Quot.sound]
#print axioms ThreePhononBose.balance_iff_bose
-- 'ThreePhononBose.balance_iff_bose' depends on axioms: [propext, Classical.choice, Quot.sound]
#print axioms ThreePhononBose.klemens_le_decay
-- 'ThreePhononBose.klemens_le_decay' depends on axioms: [propext, Classical.choice, Quot.sound]
#print axioms ThreePhononBose.decay_eq_klemens_iff
-- 'ThreePhononBose.decay_eq_klemens_iff' depends on axioms: [propext, Classical.choice, Quot.sound]
```

## What the theorems say about phonons

`bose x` is the occupation at reduced energy `x`, taken as a definition and not derived from an ensemble. Using it for all three modes means a common temperature and zero chemical potential. Energy conservation is built into the argument `x + y`.

`decay_balance` and `coalescence_balance` are the two identities. In `balance_iff_bose`, `N` is any real number, and the two sides are the occupation factors of the decay and recombination rates, left after dividing out the common prefactor (squared matrix element, energy-conserving delta function and constants). `klemens_le_decay` and `decay_eq_klemens_iff` give the bound and its equality case, with $\coth$ written as `Real.cosh (w / 4) / Real.sinh (w / 4)`.

In linewidths computed from third-order force constants, these results concern the thermal occupation factors of individual three-phonon channels. Couplings and phase space are absent, so the bound compares the thermal factor of a decay channel with that of Klemens's equal-energy channel; on its own it sets no absolute scale for the linewidth.

## How the proof follows the algebra

`bose_mul_exp_sub_one` and `one_add_bose` supply the defining relation and the emission ratio; `bose_pos` supplies positivity. In `decay_balance`, `Real.exp_add` splits the parent's exponential, and `linear_combination` combines the three ratios with explicit coefficients, leaving a polynomial identity to check. Coalescence is a rearrangement of that result. The converse cancels the decay factor with `mul_right_cancel₀`.

`klemens_value` writes $\cosh$ and $\sinh$ through exponentials and clears the denominator. `decay_excess` expresses every exponential through $a$ and $b$; its `linear_combination` coefficients do the work of the common denominator.

For the bound, `positivity` shows that the right side of `decay_excess` is nonnegative, and `linarith` concludes. For equality, that product is zero while its second factor is positive, so the square vanishes and `Real.exp_injective` gives $x/2=y/2$. The reverse direction substitutes $x=y$.
